# The least-squares n-body fit to all fragment energies, equally weighted, is the truncated parity expansion

I have an energy for every fragment of a cluster of N sites, and I want the n-body model that fits them all best. By "n-body" I mean only that the model's inclusion-exclusion increments vanish on more than n sites; its lower increments are free, including the constant on the empty fragment. The usual many-body truncation keeps the computed increments up to order n and drops the rest. Is that already the least-squares fit? If not, what is, and can I find the remaining error without solving for all the free increments?

## Two sites already separate truncation from fitting

Leaving the lower increments free makes this a fitting problem, and the usual truncation does not solve it in general. Take two sites a and b, with energy ε on the pair and zero on the other three subsets. The one-body truncation is zero everywhere, with squared error ε². The best one-body fit takes the values −ε/4, ε/4, ε/4 and 3ε/4 on ∅, {a}, {b} and {a,b}, and its squared error is ε²/4.

The fit comes from expanding the energy E in signs. For subsets S and T let

p(S,T) = (−1)^|S ∩ T|

J(S) = 2^(−N) Σ_T p(S,T) E(T)

Then E(T) is the sum of J(S) p(S,T) over all S. Keeping the terms with |S| ≤ n gives the best fit, and the squared error that remains is

2^N Σ_(|S|>n) J(S)²

For fragment methods in electronic structure, this is the smallest total squared error that any n-body model can reach, provided that all 2^N subsets are known and count equally.

## From orthogonal signs to the remaining error

**Orthogonality.** Let s_i = −1 if site i is in S and +1 otherwise, and define r_i from R in the same way. Then p(S,T) is the product of s_i over i in T, so the sum over T factorises:

Σ_T p(S,T) p(R,T) = Π_i (1 + s_i r_i)

If S = R, every factor is 2 and the result is 2^N. Otherwise some site lies in exactly one of the two sets, and its factor is zero.

**Expansion.** Since p(S,T) = p(T,S), orthogonality also holds for sums over S, and

Σ_S J(S) p(S,T) = 2^(−N) Σ_U E(U) Σ_S p(U,S) p(T,S) = E(T)

Multiplying by E(T) and summing over T gives the Parseval identity:

Σ_T E(T)² = Σ_S J(S) Σ_T p(S,T) E(T) = 2^N Σ_S J(S)²

**Increments.** For a model F, write J_F for its coefficients and

Δ_F(R) = Σ_(T⊆R) (−1)^|R∖T| F(T)

For the single sign function p(S,·) this sum is the product of (s_i − 1) over i in R, which is (−2)^|R| if R ⊆ S and zero otherwise. By linearity,

Δ_F(R) = (−2)^|R| Σ_(S⊇R) J_F(S)

If J_F vanishes above n sites, so do the increments. For the converse, start at the full system and work down. Once J_F is known to vanish on all sets larger than R, with |R| > n, the sum has one term left, so

0 = Δ_F(R) = (−2)^|R| J_F(R)

and J_F(R) = 0. A model therefore has order n exactly when J_F vanishes above n sites.

**Error.** Let B be the expansion of E cut off after |S| = n. Apply Parseval to E − F, for any F of order n:

Σ_T (E(T) − F(T))² = 2^N Σ_(|S|>n) J(S)² + 2^N Σ_(|S|≤n) (J(S) − J_F(S))²

The first term does not depend on F. The second equals Σ_T (B(T) − F(T))², which is nonnegative and vanishes only for F = B. Since B has order n, it is the unique minimiser. Comparing orders n and n+1, the optimal error falls by 2^N Σ_(|S|=n+1) J(S)².

## What the Lean statement says

The sites form a finite type `ι`, and N is `Fintype.card ι`. A fragment is a `Finset ι`, and the energies are an arbitrary function `E : Finset ι → ℝ`.

- `parity S T` is p(S,T), a sign that has nothing to do with spatial inversion.
- `coeff E S` is J(S), which is not an exchange coupling.
- `increment F R` is Δ_F(R).
- `HasOrder n F` says that the increments of F vanish on every set of more than n sites.
- `bestFit n E` is B.
- `sqError E F` is the total squared error over all subsets, including the empty one. Dividing it by 2^N gives the mean squared error.

The theorem `least_squares_fit` has three parts. The `IsLeast` part says that the stated value is a lower bound for the error of every model of order n and that some such model reaches it. The second part says that `bestFit n E` has order n. The third says that a model of order n reaches the value if and only if it equals `bestFit n E`. The theorem `error_drop` gives the gain from n to n+1. Any natural number n is allowed; for n ≥ N the remaining error is zero.

The step from this model to a real cluster is the assignment of one definite energy to each subset, which means fixing the geometry, charge and electronic state of every fragment. The theorem also does not treat fits to a sample of fragments or fits with unequal weights.

```lean
import Mathlib

open Finset

namespace LeastSquaresManyBody

noncomputable section

variable {ι : Type*} [DecidableEq ι]

/-- The parity function of `S`: the sign `(-1)^|S ∩ T|` on the fragment `T`. -/
def parity (S T : Finset ι) : ℝ := (-1) ^ (S ∩ T).card

/-- The many-body increment of `F` on `S`, by inclusion-exclusion over the subsets of `S`. -/
def increment (F : Finset ι → ℝ) (S : Finset ι) : ℝ :=
  ∑ T ∈ S.powerset, (-1) ^ (S \ T).card * F T

/-- A model has order `n` if its increments on more than `n` sites all vanish. -/
def HasOrder (n : ℕ) (F : Finset ι → ℝ) : Prop :=
  ∀ S : Finset ι, n < S.card → increment F S = 0

lemma parity_comm (S T : Finset ι) : parity S T = parity T S := by
  unfold parity
  rw [Finset.inter_comm]

lemma parity_eq_prod (S T : Finset ι) :
    parity S T = ∏ i ∈ T, (if i ∈ S then (-1 : ℝ) else 1) := by
  rw [parity, Finset.prod_ite, Finset.prod_const, Finset.prod_const_one, mul_one,
    Finset.inter_comm, Finset.filter_mem_eq_inter]

/-- The increment on `R` of the parity function of `S` is `(-2)^|R|` if `R` lies in `S`,
and zero otherwise. -/
theorem increment_parity (S R : Finset ι) :
    increment (parity S) R = if R ⊆ S then (-2) ^ R.card else 0 := by
  -- the alternating sum factorises over the sites of R
  have h : increment (parity S) R
      = ∏ i ∈ R, ((if i ∈ S then (-1 : ℝ) else 1) + (-1)) := by
    rw [Finset.prod_add]
    refine Finset.sum_congr rfl fun T _ => ?_
    rw [parity_eq_prod, Finset.prod_const, mul_comm]
  rw [h]
  by_cases hRS : R ⊆ S
  · rw [if_pos hRS, ← Finset.prod_const]
    refine Finset.prod_congr rfl fun i hi => ?_
    rw [if_pos (hRS hi)]
    norm_num
  · rw [if_neg hRS]
    obtain ⟨i, hiR, hiS⟩ := Finset.not_subset.mp hRS
    refine Finset.prod_eq_zero hiR ?_
    rw [if_neg hiS]
    norm_num

variable [Fintype ι]

/-- The parity coefficient `J(S) = 2^(-N) ∑_T (-1)^|S ∩ T| E(T)`, with `N` the number of sites. -/
def coeff (E : Finset ι → ℝ) (S : Finset ι) : ℝ :=
  (∑ T, parity S T * E T) / 2 ^ Fintype.card ι

/-- The squared error of the model `F` for the energies `E`, summed over all subsets. -/
def sqError (E F : Finset ι → ℝ) : ℝ := ∑ T, (E T - F T) ^ 2

/-- The parity expansion of `E`, cut off after sets of `n` sites. -/
def bestFit (n : ℕ) (E : Finset ι → ℝ) (T : Finset ι) : ℝ :=
  ∑ S : Finset ι with S.card ≤ n, coeff E S * parity S T

/-- Parity functions of different sets are orthogonal, and each has squared norm `2^N`. -/
theorem parity_orthogonal (S R : Finset ι) :
    ∑ T, parity S T * parity R T = if S = R then 2 ^ Fintype.card ι else 0 := by
  have h : ∑ T, parity S T * parity R T = ∏ i : ι,
      ((if i ∈ S then (-1 : ℝ) else 1) * (if i ∈ R then (-1 : ℝ) else 1) + 1) := by
    rw [Finset.prod_add, Finset.powerset_univ]
    refine Finset.sum_congr rfl fun T _ => ?_
    rw [parity_eq_prod S, parity_eq_prod R, Finset.prod_const_one, mul_one,
      Finset.prod_mul_distrib]
  rw [h]
  by_cases hSR : S = R
  · rw [if_pos hSR, ← Finset.card_univ, ← Finset.prod_const]
    refine Finset.prod_congr rfl fun i _ => ?_
    rw [hSR]
    split_ifs <;> norm_num
  · rw [if_neg hSR]
    -- a site in exactly one of the two sets makes its factor vanish
    obtain ⟨i, hi⟩ : ∃ i, ¬ (i ∈ S ↔ i ∈ R) := by
      by_contra hc
      exact hSR (Finset.ext fun i => not_not.mp fun hi => hc ⟨i, hi⟩)
    refine Finset.prod_eq_zero (Finset.mem_univ i) ?_
    by_cases a : i ∈ S <;> by_cases b : i ∈ R <;> simp [a, b] at hi ⊢

/-- Every energy function is the sum of its parity components. -/
theorem parity_expansion (E : Finset ι → ℝ) (T : Finset ι) :
    E T = ∑ S, coeff E S * parity S T := by
  symm
  calc ∑ S, coeff E S * parity S T
      = ∑ S, ∑ U, E U / 2 ^ Fintype.card ι * (parity U S * parity T S) := by
        refine Finset.sum_congr rfl fun S _ => ?_
        rw [coeff, Finset.sum_div, Finset.sum_mul]
        refine Finset.sum_congr rfl fun U _ => ?_
        rw [parity_comm S U, parity_comm S T]
        ring
    _ = ∑ U, E U / 2 ^ Fintype.card ι * (if U = T then 2 ^ Fintype.card ι else 0) := by
        rw [Finset.sum_comm]
        refine Finset.sum_congr rfl fun U _ => ?_
        rw [← Finset.mul_sum, parity_orthogonal]
    _ = E T := by
        simp only [mul_ite, mul_zero, Finset.sum_ite_eq', Finset.mem_univ, if_true]
        field_simp

/-- Parseval identity: the sum of `E(T)^2` over all subsets is `2^N` times that of `J(S)^2`. -/
theorem parseval (E : Finset ι → ℝ) :
    ∑ T, E T ^ 2 = 2 ^ Fintype.card ι * ∑ S, coeff E S ^ 2 := by
  have hJ : ∀ S, ∑ T, parity S T * E T = 2 ^ Fintype.card ι * coeff E S := by
    intro S
    rw [coeff]
    field_simp
  calc ∑ T, E T ^ 2 = ∑ T, ∑ S, coeff E S * (parity S T * E T) := by
        refine Finset.sum_congr rfl fun T _ => ?_
        simp only [← mul_assoc]
        rw [← Finset.sum_mul, ← parity_expansion E T, sq]
    _ = 2 ^ Fintype.card ι * ∑ S, coeff E S ^ 2 := by
        rw [Finset.sum_comm, Finset.mul_sum]
        refine Finset.sum_congr rfl fun S _ => ?_
        rw [← Finset.mul_sum, hJ]
        ring

/-- The increment on `R` is `(-2)^|R|` times the sum of `J(S)` over all `S` containing `R`. -/
theorem increment_eq (F : Finset ι → ℝ) (R : Finset ι) :
    increment F R = (-2) ^ R.card * ∑ S : Finset ι with R ⊆ S, coeff F S := by
  calc increment F R
      = ∑ T ∈ R.powerset, ∑ S, coeff F S * ((-1) ^ (R \ T).card * parity S T) := by
        refine Finset.sum_congr rfl fun T _ => ?_
        rw [parity_expansion F T, Finset.mul_sum]
        exact Finset.sum_congr rfl fun S _ => by ring
    _ = ∑ S, coeff F S * (if R ⊆ S then (-2) ^ R.card else 0) := by
        rw [Finset.sum_comm]
        refine Finset.sum_congr rfl fun S _ => ?_
        rw [← Finset.mul_sum]
        exact congrArg (coeff F S * ·) (increment_parity S R)
    _ = _ := by
        rw [Finset.mul_sum, Finset.sum_filter]
        refine Finset.sum_congr rfl fun S _ => ?_
        split_ifs <;> ring

/-- A model has order `n` exactly when its parity coefficients vanish on more than `n` sites. -/
theorem hasOrder_iff (n : ℕ) (F : Finset ι → ℝ) :
    HasOrder n F ↔ ∀ S : Finset ι, n < S.card → coeff F S = 0 := by
  constructor
  · intro h
    -- downward induction, starting from the full system
    have key : ∀ m, ∀ S : Finset ι, Sᶜ.card = m → n < S.card → coeff F S = 0 := by
      intro m
      induction m using Nat.strong_induction_on with
      | _ m ih =>
        intro S hm hS
        have h2 : ∑ U : Finset ι with S ⊆ U, coeff F U = coeff F S := by
          refine Finset.sum_eq_single S (fun U hU hne => ?_) (fun hn => ?_)
          · have hc := Finset.card_lt_card
              (Finset.ssubset_iff_subset_ne.mpr ⟨(Finset.mem_filter.mp hU).2, hne.symm⟩)
            have h3 := Finset.card_add_card_compl S
            have h4 := Finset.card_add_card_compl U
            exact ih Uᶜ.card (by omega) U rfl (hS.trans hc)
          · exact absurd (Finset.mem_filter.mpr ⟨Finset.mem_univ _, Finset.Subset.refl _⟩) hn
        have h1 := h S hS
        rw [increment_eq, h2] at h1
        exact (mul_eq_zero.mp h1).resolve_left (pow_ne_zero _ (by norm_num))
    exact fun S hS => key _ S rfl hS
  · intro h R hR
    rw [increment_eq, Finset.sum_eq_zero, mul_zero]
    intro U hU
    exact h U (hR.trans_le (Finset.card_le_card (Finset.mem_filter.mp hU).2))

lemma coeff_bestFit (n : ℕ) (E : Finset ι → ℝ) (S : Finset ι) :
    coeff (bestFit n E) S = if S.card ≤ n then coeff E S else 0 := by
  have h : ∑ T, parity S T * bestFit n E T = ∑ U : Finset ι with U.card ≤ n,
      coeff E U * (if S = U then 2 ^ Fintype.card ι else 0) := by
    simp only [bestFit, Finset.mul_sum]
    rw [Finset.sum_comm]
    refine Finset.sum_congr rfl fun U _ => ?_
    rw [← parity_orthogonal, Finset.mul_sum]
    exact Finset.sum_congr rfl fun T _ => by ring
  rw [coeff, h]
  simp only [mul_ite, mul_zero, Finset.sum_ite_eq, Finset.mem_filter, Finset.mem_univ, true_and]
  split_ifs
  · field_simp
  · simp

lemma sqError_eq (E F : Finset ι → ℝ) :
    sqError E F = 2 ^ Fintype.card ι * ∑ S, (coeff E S - coeff F S) ^ 2 := by
  have hs : ∀ S, coeff (fun T => E T - F T) S = coeff E S - coeff F S := fun S => by
    simp only [coeff, mul_sub, Finset.sum_sub_distrib, sub_div]
  have h := parseval (fun T => E T - F T)
  simp only [hs] at h
  exact h

/-- For a model `F` of order `n`, the squared error is `2^N ∑ J(S)^2` over `|S| > n`, plus the
squared distance of `F` from the truncated parity expansion. -/
theorem sqError_split (n : ℕ) (E F : Finset ι → ℝ) (hF : HasOrder n F) :
    sqError E F = 2 ^ Fintype.card ι * ∑ S : Finset ι with n < S.card, coeff E S ^ 2
      + sqError (bestFit n E) F := by
  rw [sqError_eq E F, sqError_eq (bestFit n E) F, ← mul_add, Finset.sum_filter,
    ← Finset.sum_add_distrib]
  congr 1
  refine Finset.sum_congr rfl fun S _ => ?_
  rw [coeff_bestFit]
  by_cases hS : n < S.card
  · rw [if_pos hS, if_neg (not_le.mpr hS), (hasOrder_iff n F).mp hF S hS]
    ring
  · rw [if_neg hS, if_pos (not_lt.mp hS), zero_add]

/-- Among models of order `n`, the least squared error over all subsets is `2^N ∑ J(S)^2` over
`|S| > n`, and the truncated parity expansion is the only such model that attains it. -/
theorem least_squares_fit (n : ℕ) (E : Finset ι → ℝ) :
    IsLeast (sqError E '' {F | HasOrder n F})
      (2 ^ Fintype.card ι * ∑ S : Finset ι with n < S.card, coeff E S ^ 2) ∧
    HasOrder n (bestFit n E) ∧
    ∀ F, HasOrder n F →
      (sqError E F = 2 ^ Fintype.card ι * ∑ S : Finset ι with n < S.card, coeff E S ^ 2
        ↔ F = bestFit n E) := by
  have hb : HasOrder n (bestFit n E) := (hasOrder_iff n _).mpr fun S hS => by
    rw [coeff_bestFit, if_neg (not_le.mpr hS)]
  have h0 : sqError (bestFit n E) (bestFit n E) = 0 := by simp [sqError]
  refine ⟨⟨⟨bestFit n E, hb, ?_⟩, ?_⟩, hb, fun F hF => ⟨fun h => ?_, fun h => ?_⟩⟩
  · rw [sqError_split n E _ hb, h0, add_zero]
  · rintro _ ⟨F, hF, rfl⟩
    rw [sqError_split n E F hF]
    exact le_add_of_nonneg_right (Finset.sum_nonneg fun T _ => sq_nonneg _)
  · -- equality forces zero distance from the truncated expansion
    rw [sqError_split n E F hF] at h
    have hz : ∑ T, (bestFit n E T - F T) ^ 2 = 0 := add_eq_left.mp h
    funext T
    have hT := (Finset.sum_eq_zero_iff_of_nonneg (fun T _ => sq_nonneg _)).mp hz T
      (Finset.mem_univ T)
    exact (sub_eq_zero.mp (pow_eq_zero_iff two_ne_zero |>.mp hT)).symm
  · rw [h, sqError_split n E _ hb, h0, add_zero]

/-- Raising the order of the best fit from `n` to `n + 1` lowers its squared error by exactly
`2^N ∑ J(S)^2` over the sets of `n + 1` sites. -/
theorem error_drop (n : ℕ) (E : Finset ι → ℝ) :
    sqError E (bestFit n E) = sqError E (bestFit (n + 1) E)
      + 2 ^ Fintype.card ι * ∑ S : Finset ι with S.card = n + 1, coeff E S ^ 2 := by
  have hv := fun m => ((least_squares_fit m E).2.2 _ (least_squares_fit m E).2.1).mpr rfl
  rw [hv n, hv (n + 1), ← mul_add]
  simp only [Finset.sum_filter]
  rw [← Finset.sum_add_distrib]
  congr 1
  refine Finset.sum_congr rfl fun S _ => ?_
  split_ifs <;> first | omega | simp

end

end LeastSquaresManyBody
```

```lean
#print axioms LeastSquaresManyBody.least_squares_fit
#print axioms LeastSquaresManyBody.error_drop
```

```
'LeastSquaresManyBody.least_squares_fit' depends on axioms: [propext, Classical.choice, Quot.sound]
'LeastSquaresManyBody.error_drop' depends on axioms: [propext, Classical.choice, Quot.sound]
```

## How the lemmas carry the argument

`parity_eq_prod` writes the sign as a product over sites. Both factorisations, in `increment_parity` and `parity_orthogonal`, then use `Finset.prod_add`, which expands a product of two-term sums into a sum over subsets. In each case a single vanishing factor gives the zero result.

`parity_expansion` and `parseval` exchange the order of two finite sums with `Finset.sum_comm` and then apply orthogonality or the definition of J. `increment_eq` inserts the expansion into the increment and applies `increment_parity` term by term.

The downward argument is in `hasOrder_iff`. It is a strong induction on the number of sites outside S, so the full system comes first. `Finset.sum_eq_single` reduces the sum over supersets to S itself, because the induction hypothesis removes every larger set. The nonzero power of −2 is then cancelled.

`coeff_bestFit` confirms that the truncated expansion keeps the coefficients up to n and has none above. `sqError_eq` is Parseval for E − F, and `sqError_split` compares the two sides set by set, according to whether |S| exceeds n. In `least_squares_fit` the lower bound follows because the extra term is a sum of squares. For uniqueness, that sum is zero, so each square is zero and the two functions agree on every fragment. `error_drop` inserts the optimal values at n and at n+1, merges the two sums on the right-hand side and compares the terms set by set.

## Fixing the empty fragment at zero

The model class could also have required F(∅) = 0, as is natural when energies are measured from separated sites or from vacuum. This can change the answer. In the two-site example the best one-body model then gives ε/3 to each single site and 2ε/3 to the pair, and the squared error rises from ε²/4 to ε²/3. The truncated parity expansion has the value −ε/4 on the empty set there, so it would no longer be an allowed model.
